# Only even inverse powers of l + 1/2 in a radial-ratio model of partial-wave increments

Place two electrons at radii \(r_<\) and \(r_>\), and set \(s=\ln(r_>/r_<)\) and \(x=l+\tfrac12\) with \(l\ge 1\). The \(l\)-th Legendre coefficients of \(1/r_{12}\) and \(r_{12}\) multiply to a difference of two exponentials in \(s\), whose integral over \(s>0\) is

\[
\frac{1}{(2x+1)(2x+2)}-\frac{1}{(2x-1)(2x-2)}=\frac{-12x}{(4x^2-1)(4x^2-4)} .
\]

The second fraction is the first with \(x\to-x\), so the difference is odd in \(x\). Division by \(2x=2l+1\) leaves an even function, \(-6/((4x^2-1)(4x^2-4))\). The theorems below extend this to weights \(s^{2k}\), with \(k=0,1,2,\dots\), and to all real \(x>1\).

Extrapolations of atomic correlation energies often use inverse powers of \(l+\tfrac12\); this model, which multiplies the repulsion \(1/r_{12}\) by the linear cusp term \(r_{12}\) of a singlet pair and computes no wavefunction or energy, shows how odd powers can cancel.

## From Legendre factors to a kernel

```lean
import Mathlib

open MeasureTheory Set

namespace PartialWaveRates

noncomputable section
```

The file loads Mathlib and opens its vocabulary for integrals and sets.

```lean
/-- Radial factor of the Legendre polynomial `P_l` in `1/r12`, for smaller radius `a` and
larger radius `b > 0`. -/
def coulombRadial (l : ℕ) (a b : ℝ) : ℝ := a ^ l / b ^ (l + 1)
```

A `def` introduces a name. Here `l` is a natural number, `a` is \(r_<\), `b` is \(r_>\), and the value is \(a^l/b^{l+1}\). That this is the Legendre coefficient of \(1/r_{12}\) is a standard mathematical identity, which the file builds into the definition and does not prove.

```lean
/-- Radial factor of `P_l` in `r12 = (a² + b² - 2ab cos θ) / r12`, for `b > 0`, obtained from
the Coulomb factors by the Legendre recursion for `cos θ P_l`. -/
def distanceRadial (l : ℕ) (a b : ℝ) : ℝ :=
  (a ^ 2 + b ^ 2) * coulombRadial l a b -
    2 * a * b * (l / (2 * l - 1) * coulombRadial (l - 1) a b +
      (l + 1) / (2 * l + 3) * coulombRadial (l + 1) a b)
```

Write \(r_{12}=(a^2+b^2-2ab\cos\theta)/r_{12}\) and use
\[
(2l+1)\cos\theta\,P_l=(l+1)P_{l+1}+l\,P_{l-1}.
\]
Collecting the terms in \(P_l\) gives this expression. At \(l=0\) the term with `l - 1` has prefactor zero.

```lean
/-- The pair kernel as a function of `x = l + 1/2` and the logarithmic ratio `s` of the radii,
for `x` different from `1` and `-1`. -/
def pairKernel (x s : ℝ) : ℝ :=
  Real.exp (-(2 * x + 1) * s) / (2 * x + 2) - Real.exp (-(2 * x - 1) * s) / (2 * x - 2)
```

This is the kernel
\[
K(x,s)=\frac{e^{-(2x+1)s}}{2x+2}-\frac{e^{-(2x-1)s}}{2x-2},
\]
defined for real \(x\neq\pm1\).

```lean
/-- The partial-wave increment with weight `s^(2k)`, divided by `2x = 2l + 1`, for `x > 1`. -/
def increment (k : ℕ) (x : ℝ) : ℝ :=
  (∫ s in Ioi (0 : ℝ), s ^ (2 * k) * pairKernel x s) / (2 * x)
```

`Ioi 0` is the interval \((0,\infty)\), so the increment is \(\frac1{2x}\int_0^\infty s^{2k}K(x,s)\,ds\). The factor \(1/(2l+1)\) is the angular average of \(P_l^2\). The weight \(s^{2k}\) stands for one Taylor term of a smooth factor symmetric under exchange of the electrons' radii \(r_1\) and \(r_2\), hence even in \(\ln(r_1/r_2)\) at fixed product \(r_1r_2\).

```lean
/-- The function `g(x) = (2k)! / ((2x+1)^(2k+1) (2x+2))`, for `x` different from `-1/2`
and `-1`. -/
def g (k : ℕ) (x : ℝ) : ℝ :=
  ((2 * k).factorial : ℝ) / ((2 * x + 1) ^ (2 * k + 1) * (2 * x + 2))
```

This is \(g(x)=(2k)!/\big((2x+1)^{2k+1}(2x+2)\big)\), with `k` as an explicit argument.

```lean
/-- The sum of `C(i+2k, 2k) / 2^i` over `i ≤ n`. -/
def binomialSum (k n : ℕ) : ℝ :=
  ∑ i ∈ Finset.range (n + 1), ((i + 2 * k).choose (2 * k) : ℝ) / 2 ^ i
```

Call this sum \(b_n=\sum_{i=0}^{n}\binom{i+2k}{2k}2^{-i}\); `range (n + 1)` runs from 0 to \(n\).

```lean
/-- The number `(2k)! / 2^(2k+2)` times the binomial sum up to `2m+1`. -/
def rateCoeff (k m : ℕ) : ℝ :=
  ((2 * k).factorial : ℝ) / 2 ^ (2 * k + 2) * binomialSum k (2 * m + 1)
```

The coefficient is \(c_m=\frac{(2k)!}{2^{2k+2}}\,b_{2m+1}\). Only the sums \(b_n\) with odd \(n\) enter.

```lean
/-- Closed form of the radial factor of `P_l` in `r12`, for a nonzero larger radius `b`. -/
theorem distanceRadial_eq (l : ℕ) (a : ℝ) {b : ℝ} (hb : b ≠ 0) :
    distanceRadial l a b =
      a ^ (l + 2) / ((2 * l + 3) * b ^ (l + 1)) - a ^ l * b / ((2 * l - 1) * b ^ l) := by
  rcases l with _ | n
  · simp [distanceRadial, coulombRadial]
    field_simp
    ring
  · have h1 : 2 * ((n : ℝ) + 1) - 1 = 2 * n + 1 := by ring
    have h2 : 2 * (n : ℝ) + 1 ≠ 0 := by positivity
    have h3 : 2 * ((n : ℝ) + 1) + 3 ≠ 0 := by positivity
    simp only [distanceRadial, coulombRadial, Nat.add_sub_cancel, Nat.cast_add, Nat.cast_one, h1]
    field_simp
    ring
```

A `theorem` has its statement before `:= by` and its proof after. By hand, group the terms of the definition:
\[
\frac{a^{l+2}}{b^{l+1}}\Big(1-\frac{2l+2}{2l+3}\Big)+\frac{a^l}{b^{l-1}}\Big(1-\frac{2l}{2l-1}\Big)
=\frac{a^{l+2}}{(2l+3)b^{l+1}}-\frac{a^l}{(2l-1)b^{l-1}} .
\]
Lean treats \(l=0\) and \(l=n+1\) separately. In each case `field_simp` clears denominators and `ring` checks the polynomial identity.

```lean
/-- At radii `b e^(-s)` and `b ≠ 0`, the product of the `l`-th radial factors of `1/r12` and
`r12` is the pair kernel at `x = l + 1/2`. -/
theorem radial_product (l : ℕ) {b : ℝ} (hb : b ≠ 0) (s : ℝ) :
    coulombRadial l (b * Real.exp (-s)) b * distanceRadial l (b * Real.exp (-s)) b =
      pairKernel (l + 1 / 2) s := by
  have e1 : Real.exp (-(2 * ((l : ℝ) + 1 / 2) + 1) * s) = Real.exp (-s) ^ (2 * l + 2) := by
    rw [← Real.exp_nat_mul]; congr 1; push_cast; ring
  have e2 : Real.exp (-(2 * ((l : ℝ) + 1 / 2) - 1) * s) = Real.exp (-s) ^ (2 * l) := by
    rw [← Real.exp_nat_mul]; congr 1; push_cast; ring
  have hP : 2 * (l : ℝ) + 3 ≠ 0 := by positivity
  have hQ : 2 * (l : ℝ) - 1 ≠ 0 := by
    intro h
    have h' : 2 * (l : ℝ) = 1 := by linarith
    have h'' : 2 * l = 1 := by exact_mod_cast h'
    omega
  rw [distanceRadial_eq l _ hb, pairKernel, e1, e2, coulombRadial,
    show 2 * ((l : ℝ) + 1 / 2) + 2 = 2 * l + 3 by ring,
    show 2 * ((l : ℝ) + 1 / 2) - 2 = 2 * l - 1 by ring]
  generalize 2 * (l : ℝ) + 3 = P at hP ⊢
  generalize 2 * (l : ℝ) - 1 = Q at hQ ⊢
  simp only [mul_pow]
  field_simp
  ring
```

Put \(a=be^{-s}\). The powers of \(b\) cancel, leaving
\[
\frac{e^{-(2l+2)s}}{2l+3}-\frac{e^{-2ls}}{2l-1}=K(l+\tfrac12,s).
\]
The steps `e1` and `e2` turn the exponentials into powers of \(e^{-s}\); `hQ` shows \(2l-1\neq0\), since \(2l\) is even.

## The integral as g(x) − g(−x)

```lean
/-- The moment of order `n` of a decaying exponential with rate `c > 0` is `n!/c^(n+1)`. -/
theorem exp_moment (n : ℕ) {c : ℝ} (hc : 0 < c) :
    ∫ s in Ioi (0 : ℝ), s ^ n * Real.exp (-c * s) = (n.factorial : ℝ) / c ^ (n + 1) := by
  have h := Real.integral_rpow_mul_exp_neg_mul_Ioi (a := (n : ℝ) + 1) (by positivity) hc
  have e : (1 / c) ^ ((n : ℝ) + 1) = 1 / c ^ (n + 1) := by
    rw [show (n : ℝ) + 1 = ((n + 1 : ℕ) : ℝ) by simp, Real.rpow_natCast, one_div_pow]
  rw [Real.Gamma_nat_eq_factorial, e] at h
  simp only [add_sub_cancel_right, Real.rpow_natCast] at h
  simp only [neg_mul]
  rw [h]
  ring
```

With \(t=cs\), the integral becomes \(c^{-(n+1)}\int_0^\infty t^n e^{-t}dt=n!/c^{n+1}\). The proof specialises Mathlib's Gamma integral to integer exponents.

```lean
/-- For `x > 1` the weighted integral of the pair kernel is `g(x) - g(-x)`. -/
theorem integral_pairKernel (k : ℕ) {x : ℝ} (hx : 1 < x) :
    ∫ s in Ioi (0 : ℝ), s ^ (2 * k) * pairKernel x s = g k x - g k (-x) := by
  -- a nonzero integral certifies integrability
  have I : ∀ c : ℝ, 0 < c →
      IntegrableOn (fun s : ℝ => s ^ (2 * k) * Real.exp (-c * s)) (Ioi 0) := by
    intro c hc
    by_contra h
    have h0 := exp_moment (2 * k) hc
    rw [integral_undef h] at h0
    have : (0 : ℝ) < ((2 * k).factorial : ℝ) / c ^ (2 * k + 1) := by positivity
    linarith
  have h1 : 0 < 2 * x + 1 := by linarith
  have h2 : 0 < 2 * x - 1 := by linarith
  have split : ∀ s : ℝ, s ^ (2 * k) * pairKernel x s =
      s ^ (2 * k) * Real.exp (-(2 * x + 1) * s) * (1 / (2 * x + 2)) -
        s ^ (2 * k) * Real.exp (-(2 * x - 1) * s) * (1 / (2 * x - 2)) := by
    intro s; unfold pairKernel; ring
  simp only [split]
  rw [integral_sub ((I _ h1).mul_const _) ((I _ h2).mul_const _), integral_mul_const,
    integral_mul_const, exp_moment _ h1, exp_moment _ h2, g, g,
    show 2 * -x + 1 = -(2 * x - 1) by ring, show 2 * -x + 2 = -(2 * x - 2) by ring,
    Odd.neg_pow ⟨k, rfl⟩, neg_mul_neg]
  simp only [div_mul_div_comm, mul_one]
```

Apply the moment formula with \(c=2x+1\) and \(c=2x-1\):
\[
\frac{(2k)!}{(2x+1)^{2k+1}(2x+2)}-\frac{(2k)!}{(2x-1)^{2k+1}(2x-2)} .
\]
Replacing \(x\) by \(-x\) in \(g\) produces \(2k+2\) minus signs, an even number, so the second term is \(g(-x)\). Splitting the integral requires both parts to be integrable. Lean assigns the value 0 to a non-integrable function's integral, so the nonzero moments settle this in step `I`.

## Odd powers cancel

```lean
/-- The Cauchy product of two convergent real series, indexed by the natural numbers and summed
unconditionally, converges to the product of their sums. -/
theorem hasSum_cauchy {u v : ℕ → ℝ} {A B : ℝ} (hu : HasSum u A) (hv : HasSum v B) :
    HasSum (fun n => ∑ i ∈ Finset.range (n + 1), u i * v (n - i)) (A * B) := by
  have hu' : Summable fun i => ‖u i‖ := summable_norm_iff.mpr hu.summable
  have hv' : Summable fun i => ‖v i‖ := summable_norm_iff.mpr hv.summable
  have h := hasSum_sum_range_mul_of_summable_norm hu' hv'
  rw [hu.tsum_eq, hv.tsum_eq] at h
  exact h
```

`HasSum u A` means that the series \(\sum u_n\) converges unconditionally to \(A\). The coefficients of a product of two series are the sums \(\sum_{i\le n}u_iv_{n-i}\).

```lean
set_option maxHeartbeats 400000 in
/-- The binomial sums are the power-series coefficients of `1/((1-r/2)^(2k+1) (1-r))`,
for `|r| < 1`. -/
theorem hasSum_binomialSum (k : ℕ) {r : ℝ} (hr : |r| < 1) :
    HasSum (fun n => binomialSum k n * r ^ n) (1 / ((1 - r / 2) ^ (2 * k + 1) * (1 - r))) := by
  have hr1 : ‖r‖ < 1 := by rwa [Real.norm_eq_abs]
  have hr2 : ‖r / 2‖ < 1 := by
    rw [Real.norm_eq_abs, abs_lt]
    constructor <;> linarith [(abs_lt.mp hr).1, (abs_lt.mp hr).2]
  -- Cauchy product of the negative binomial and the geometric series
  have hf : HasSum (fun i : ℕ => ((i + 2 * k).choose (2 * k) : ℝ) * (r / 2) ^ i)
      (1 / (1 - r / 2) ^ (2 * k + 1)) :=
    hasSum_choose_mul_geometric_of_norm_lt_one (2 * k) hr2
  have hg : HasSum (fun j : ℕ => r ^ j) (1 - r)⁻¹ := hasSum_geometric_of_norm_lt_one hr1
  have val : ∀ a b : ℝ, 1 / (a * b) = 1 / a * b⁻¹ := by
    intro a b
    rw [one_div, one_div, mul_inv]
  have alg : ∀ c p q s : ℝ, c / p * (q * s) = c * (q / p) * s := by
    intros; ring
  have e : (fun n => binomialSum k n * r ^ n) = fun n => ∑ i ∈ Finset.range (n + 1),
      ((i + 2 * k).choose (2 * k) : ℝ) * (r / 2) ^ i * r ^ (n - i) := by
    funext n
    rw [binomialSum, Finset.sum_mul]
    refine Finset.sum_congr rfl fun i hi => ?_
    have hin : i ≤ n := by have := Finset.mem_range.mp hi; omega
    have hp : r ^ n = r ^ i * r ^ (n - i) := by rw [← pow_add, Nat.add_sub_cancel' hin]
    rw [hp, div_pow]
    exact alg _ _ _ _
  rw [e, val]
  exact hasSum_cauchy hf hg
```

For \(|r|<1\), multiply
\[
\frac1{(1-r/2)^{2k+1}}=\sum_i\binom{i+2k}{2k}\frac{r^i}{2^i},\qquad \frac1{1-r}=\sum_j r^j .
\]
The coefficient of \(r^n\) is \(b_n\). Step `e` performs this regrouping.

```lean
/-- For `|y| > 1` the function `g` has a convergent expansion in inverse powers of `y`. -/
theorem hasSum_g (k : ℕ) {y : ℝ} (hy : 1 < |y|) :
    HasSum (fun n => ((2 * k).factorial : ℝ) / (2 * y) ^ (2 * k + 2) *
      (binomialSum k n * (-1 / y) ^ n)) (g k y) := by
  have hy0 : y ≠ 0 := abs_pos.mp (by linarith)
  have hr : |-1 / y| < 1 := by
    rw [abs_div, abs_neg, abs_one, div_lt_one (by linarith)]
    exact hy
  have e1 : 2 * y + 1 = 2 * y * (1 - -1 / y / 2) := by field_simp; ring
  have e2 : 2 * y + 2 = 2 * y * (1 - -1 / y) := by field_simp; ring
  have key : ∀ F c A B : ℝ, F / ((c * A) ^ (2 * k + 1) * (c * B)) =
      F / c ^ (2 * k + 2) * (1 / (A ^ (2 * k + 1) * B)) := by
    intro F c A B
    rw [div_mul_div_comm, mul_one]; congr 1; ring
  have hg : g k y = ((2 * k).factorial : ℝ) / (2 * y) ^ (2 * k + 2) *
      (1 / ((1 - -1 / y / 2) ^ (2 * k + 1) * (1 - -1 / y))) := by
    rw [g, e1, e2, key]
  rw [hg]
  exact (hasSum_binomialSum k hr).mul_left _
```

Factor \(2y\) out of each bracket in \(g(y)\) and set \(r=-1/y\):
\[
g(y)=\frac{(2k)!}{(2y)^{2k+2}}\sum_n b_n\Big(-\frac1y\Big)^n,\qquad |y|>1 .
\]

```lean
/-- For `x > 1` the partial-wave increment is a convergent series in the even inverse powers
`x^(-(2k+4+2m))`, with coefficients `-rateCoeff k m`. -/
theorem increment_hasSum (k : ℕ) {x : ℝ} (hx : 1 < x) :
    HasSum (fun m => -rateCoeff k m / x ^ (2 * k + 4 + 2 * m)) (increment k x) := by
  have ha : 1 < |x| := lt_of_lt_of_le hx (le_abs_self x)
  have hev : (2 * -x) ^ (2 * k + 2) = (2 * x) ^ (2 * k + 2) := by
    rw [mul_neg, Even.neg_pow ⟨k + 1, by ring⟩]
  have i1 : -1 / x = -x⁻¹ := by rw [neg_div, one_div]
  have i2 : -1 / -x = x⁻¹ := by rw [neg_div_neg_eq, one_div]
  have h : HasSum (fun n =>
      (((2 * k).factorial : ℝ) / (2 * x) ^ (2 * k + 2) * (binomialSum k n * (-x⁻¹) ^ n) -
        ((2 * k).factorial : ℝ) / (2 * x) ^ (2 * k + 2) * (binomialSum k n * x⁻¹ ^ n)) /
          (2 * x)) (increment k x) := by
    have h0 := ((hasSum_g k ha).sub (hasSum_g k (y := -x) (by rwa [abs_neg]))).div_const (2 * x)
    rw [← integral_pairKernel k hx] at h0
    simp only [hev, i1, i2] at h0
    exact h0
  -- the even terms cancel between g(x) and g(-x), the odd ones double
  have hinj : Function.Injective (fun m : ℕ => 2 * m + 1) := by
    intro a b hab
    simp only at hab
    omega
  rw [← hinj.hasSum_iff] at h
  · convert h using 1
    funext m
    have hp : x ^ (2 * k + 4 + 2 * m) = x ^ (2 * k + 2) * x ^ (2 * m + 1) * x := by ring
    have alg : ∀ F t p q b : ℝ, -(F / t * b) / (p * q * x) =
        (F / (t * p) * (b * -q⁻¹) - F / (t * p) * (b * q⁻¹)) / (2 * x) := by
      intros; ring
    simp only [Function.comp_apply]
    rw [rateCoeff, hp, Odd.neg_pow ⟨m, rfl⟩, inv_pow, mul_pow]
    exact alg _ _ _ _ _
  · intro n hn
    have he : Even n := by
      by_contra ho
      obtain ⟨m, hm⟩ := Nat.not_even_iff_odd.mp ho
      exact hn ⟨m, hm.symm⟩
    rw [he.neg_pow, sub_self, zero_div]
```

Use the expansion at \(y=x\) and \(y=-x\), subtract, and divide by \(2x\):
\[
\frac{(2k)!}{(2x)^{2k+2}}\sum_n b_n\,\frac{(-1)^n-1}{2x\,x^n}
=-\sum_{m\ge0}\frac{c_m}{x^{2k+4+2m}} .
\]
Even \(n\) cancel; odd \(n=2m+1\) contribute \(-2\). In Lean, `hinj.hasSum_iff` reindexes the sum by \(m\mapsto2m+1\), and the last bullet shows that the omitted terms vanish.

```lean
/-- Every `rateCoeff k m` is strictly positive, and the one with `m = 0` is
`(2k)! (2k+3) / 2^(2k+3)`. -/
theorem rateCoeff_pos_and_leading (k : ℕ) : (∀ m, 0 < rateCoeff k m) ∧
    rateCoeff k 0 = ((2 * k).factorial : ℝ) * (2 * k + 3) / 2 ^ (2 * k + 3) := by
  constructor
  · intro m
    refine mul_pos (by positivity) (Finset.sum_pos (fun i _ => ?_) ⟨0, by simp⟩)
    have h : 0 < (i + 2 * k).choose (2 * k) := Nat.choose_pos (by omega)
    exact div_pos (by exact_mod_cast h) (by positivity)
  · have hc : ((1 + 2 * k).choose (2 * k) : ℝ) = 2 * k + 1 := by
      rw [add_comm 1 (2 * k), Nat.choose_succ_self_right]; norm_num
    have hp : (2 : ℝ) ^ (2 * k + 3) = 2 ^ (2 * k + 2) * 2 := by ring
    simp only [rateCoeff, binomialSum, mul_zero, zero_add, Finset.sum_range_succ,
      Finset.sum_range_zero, Nat.choose_self, hc, Nat.cast_one, pow_zero, pow_one]
    rw [hp]
    generalize (2 : ℝ) ^ (2 * k + 2) = t
    ring
```

Every summand of \(b_n\) is positive, so every \(c_m\) is, and no even power from \(x^{-(2k+4)}\) onwards is missing. For the first, \(b_1=1+\frac{2k+1}{2}\), hence \(c_0=(2k)!\,(2k+3)/2^{2k+3}\).

```lean
/-- Without logarithmic weight (`k = 0`) and for `x > 1`, the increment is
`-6 / ((4x² - 1)(4x² - 4))`. -/
theorem increment_zero {x : ℝ} (hx : 1 < x) :
    increment 0 x = -6 / ((4 * x ^ 2 - 1) * (4 * x ^ 2 - 4)) := by
  have hA : (2 * x + 1) * (2 * x + 2) ≠ 0 := by positivity
  have hC : (2 * -x + 1) * (2 * -x + 2) ≠ 0 :=
    mul_ne_zero (by linarith) (by linarith)
  have hE : (4 * x ^ 2 - 1) * (4 * x ^ 2 - 4) ≠ 0 :=
    mul_ne_zero (by nlinarith) (by nlinarith)
  have hX : 2 * x ≠ 0 := by linarith
  rw [increment, integral_pairKernel 0 hx]
  simp only [g, mul_zero, Nat.factorial_zero, Nat.cast_one, zero_add, pow_one]
  rw [div_sub_div _ _ hA hC, div_div,
    div_eq_div_iff (mul_ne_zero (mul_ne_zero hA hC) hX) hE]
  ring

end

end PartialWaveRates
```

This is the opening calculation: the proof inserts \(g(x)-g(-x)\), checks that the denominators are nonzero, and cross-multiplies.

## Numbers at x = 3/2 and x = 3/4

For \(l=1\) and \(k=0\), \(x=\tfrac32\) and the kernel is \(\tfrac15e^{-4s}-e^{-2s}\). Its integral is \(\tfrac1{20}-\tfrac12=-\tfrac9{20}\), and division by 3 gives \(-\tfrac3{20}\). The closed form agrees: \(-6/(8\cdot5)=-\tfrac3{20}\). The leading series term, \(-\tfrac38x^{-4}=-\tfrac2{27}\), supplies only about half of it.

The series fails without \(x>1\). At \(x=\tfrac34\), \(k=0\), the kernel is \(\tfrac27e^{-5s/2}+2e^{-s/2}\), and the increment is \(\tfrac{96}{35}>0\), whereas every term of the series is negative. The s-wave, \(x=\tfrac12\), is excluded for a stronger reason: its kernel \(\tfrac13e^{-2s}+1\) does not decay, and the integral diverges.

```lean
#print axioms PartialWaveRates.radial_product
#print axioms PartialWaveRates.increment_hasSum
#print axioms PartialWaveRates.rateCoeff_pos_and_leading
#print axioms PartialWaveRates.increment_zero
```

```
'PartialWaveRates.radial_product' depends on axioms: [propext, Classical.choice, Quot.sound]
'PartialWaveRates.increment_hasSum' depends on axioms: [propext, Classical.choice, Quot.sound]
'PartialWaveRates.rateCoeff_pos_and_leading' depends on axioms: [propext, Classical.choice, Quot.sound]
'PartialWaveRates.increment_zero' depends on axioms: [propext, Classical.choice, Quot.sound]
```
